# The unique core admixture a that minimises ⟨x, K x⟩ for x = ψ + C a, with positive definite K and independent core orbitals

An orbital is a vector of n complex coefficients in a finite orthonormal basis, and K is the n × n matrix of the kinetic energy operator in that basis. The m core orbitals are the columns of C, and ψ is any valence orbital. The inner product is ⟨x, y⟩ = xᴴ y, written `star x ⬝ᵥ y` in Lean. The index types `n` and `m` are finite.

```lean
import Mathlib

open Matrix
open scoped ComplexOrder

namespace CohenHeineSmoothness

noncomputable section

variable {n m : Type*} [Fintype n] [Fintype m]
```

The kinetic energy of x is ⟨x, K x⟩. It is real for Hermitian K, and taking the real part makes it a real number in Lean too. It is not divided by the squared norm ⟨x, x⟩.

```lean
/-- The kinetic energy of an orbital with coefficient vector `x`: the real part of `⟨x, K x⟩`. -/
def kineticEnergy (K : Matrix n n ℂ) (x : n → ℂ) : ℝ :=
  (star x ⬝ᵥ K *ᵥ x).re
```

Two abbreviations serve throughout:

S = Cᴴ K C,  g = Cᴴ K ψ.

The matrix S is `coreKinetic K C`.

```lean
/-- The kinetic matrix `Cᴴ K C` between the core orbitals, the columns of `C`. -/
def coreKinetic (K : Matrix n n ℂ) (C : Matrix n m ℂ) : Matrix m m ℂ :=
  Cᴴ * K * C
```

The candidate for the best admixture is a₀ = −S⁻¹ g.

```lean
/-- The core admixture `−(Cᴴ K C)⁻¹ Cᴴ K ψ`, for a nonsingular core block `Cᴴ K C`. -/
def smoothCoeff [DecidableEq m] (K : Matrix n n ℂ) (C : Matrix n m ℂ) (ψ : n → ℂ) : m → ℂ :=
  -((coreKinetic K C)⁻¹ *ᵥ (Cᴴ *ᵥ (K *ᵥ ψ)))
```

An admixture a is smoothest if no b gives ψ + C b a lower kinetic energy than ψ + C a. This is the freedom in a Phillips-Kleinman pseudo-orbital, here in a finite basis and with the coefficient of ψ fixed at 1. The Cohen-Heine criterion is usually posed for the energy per squared norm, ⟨x, K x⟩/⟨x, x⟩, which has a different stationarity condition.

```lean
/-- The admixture `a` gives `ψ + C a` the least kinetic energy among all `ψ + C b`. -/
def IsSmoothest (K : Matrix n n ℂ) (C : Matrix n m ℂ) (ψ : n → ℂ) (a : m → ℂ) : Prop :=
  ∀ b, kineticEnergy K (ψ + C *ᵥ a) ≤ kineticEnergy K (ψ + C *ᵥ b)
```

## A nonsingular core block

A matrix moves across the inner product as its adjoint:

⟨C a, y⟩ = aᴴ Cᴴ y = ⟨a, Cᴴ y⟩.

```lean
/-- Moving a matrix to the other side of the inner product turns it into its adjoint. -/
lemma adjoint_dotProduct (C : Matrix n m ℂ) (a : m → ℂ) (y : n → ℂ) :
    star (C *ᵥ a) ⬝ᵥ y = star a ⬝ᵥ (Cᴴ *ᵥ y) := by
  rw [Matrix.star_mulVec, Matrix.dotProduct_mulVec]
```

The hypothesis `K.PosDef` says that K is Hermitian and that ⟨x, K x⟩ > 0 for x ≠ 0. Physically, no orbital in the basis is free of kinetic energy. A periodic basis containing the constant plane wave violates this.

```lean
/-- For a positive definite kinetic matrix every nonzero orbital has positive kinetic energy. -/
lemma kineticEnergy_pos {K : Matrix n n ℂ} (hK : K.PosDef) {x : n → ℂ} (hx : x ≠ 0) :
    0 < kineticEnergy K x := by
  have h := (Complex.lt_def.mp (hK.dotProduct_mulVec_pos hx)).1
  simpa [kineticEnergy] using h
```

The hypothesis `hC` says that C a = 0 forces a = 0, which is linear independence of the core orbitals. Suppose S v = 0 with v ≠ 0. Then C v ≠ 0, yet

⟨C v, K C v⟩ = ⟨v, S v⟩ = 0,

which contradicts positivity. Hence det S ≠ 0.

```lean
/-- For positive definite `K` and independent core orbitals the core block `Cᴴ K C` is nonsingular.
-/
theorem coreKinetic_det_ne_zero [DecidableEq m] {K : Matrix n n ℂ} (hK : K.PosDef)
    {C : Matrix n m ℂ} (hC : ∀ a, C *ᵥ a = 0 → a = 0) : (coreKinetic K C).det ≠ 0 := by
  intro h
  obtain ⟨v, hv, h0⟩ := Matrix.exists_mulVec_eq_zero_iff.mpr h
  have pos := kineticEnergy_pos hK (mt (hC v) hv)
  have e : Cᴴ *ᵥ (K *ᵥ (C *ᵥ v)) = coreKinetic K C *ᵥ v := by
    simp only [coreKinetic, Matrix.mulVec_mulVec, Matrix.mul_assoc]
  -- a null vector `v` of the core block would give a nonzero `C v` without kinetic energy
  rw [kineticEnergy, adjoint_dotProduct, e, h0, dotProduct_zero, Complex.zero_re] at pos
  exact lt_irrefl _ pos
```

## The stationarity condition

Let K be positive definite and the core orbitals independent, so that S is nonsingular. Expanding the stationarity condition gives a linear system:

Cᴴ K (ψ + C a) = g + S a = 0.

Multiplying S a = −g by S⁻¹ gives a = a₀, and inserting a₀ gives g − S S⁻¹ g = 0. The two directions of the Lean proof are these two calculations. In a program one would solve S a = −g by Cholesky factorisation, without forming S⁻¹, and check the result through the size of Cᴴ K (ψ + C a).

```lean
/-- The stationarity condition `Cᴴ K (ψ + C a) = 0` holds for exactly one admixture,
`a = −(Cᴴ K C)⁻¹ Cᴴ K ψ`. -/
theorem stationary_iff [DecidableEq m] {K : Matrix n n ℂ} (hK : K.PosDef)
    {C : Matrix n m ℂ} (hC : ∀ a, C *ᵥ a = 0 → a = 0) (ψ : n → ℂ) (a : m → ℂ) :
    Cᴴ *ᵥ (K *ᵥ (ψ + C *ᵥ a)) = 0 ↔ a = smoothCoeff K C ψ := by
  have hdet : IsUnit (coreKinetic K C).det := (coreKinetic_det_ne_zero hK hC).isUnit
  have expand : Cᴴ *ᵥ (K *ᵥ (ψ + C *ᵥ a))
      = Cᴴ *ᵥ (K *ᵥ ψ) + coreKinetic K C *ᵥ a := by
    simp only [coreKinetic, Matrix.mulVec_add, Matrix.mulVec_mulVec, Matrix.mul_assoc]
  rw [expand, smoothCoeff]
  generalize Cᴴ *ᵥ (K *ᵥ ψ) = g
  constructor
  · intro h
    have h' : coreKinetic K C *ᵥ a = -g := eq_neg_of_add_eq_zero_right h
    calc a = (coreKinetic K C)⁻¹ *ᵥ (coreKinetic K C *ᵥ a) := by
          rw [Matrix.mulVec_mulVec, Matrix.nonsing_inv_mul _ hdet, Matrix.one_mulVec]
      _ = -((coreKinetic K C)⁻¹ *ᵥ g) := by rw [h', Matrix.mulVec_neg]
  · intro h
    rw [h, Matrix.mulVec_neg, Matrix.mulVec_mulVec, Matrix.mul_nonsing_inv _ hdet,
      Matrix.one_mulVec, add_neg_cancel]
```

## Why the stationary point is the minimum

Let Cᴴ K x = 0 and add a core component C b:

⟨x + C b, K (x + C b)⟩ = ⟨x, K x⟩ + ⟨C b, K x⟩ + ⟨x, K C b⟩ + ⟨C b, K C b⟩.

The second term is ⟨b, Cᴴ K x⟩ = 0. The third is its complex conjugate, because K is Hermitian. These are `h1` and `h2`; only the first and last terms remain.

```lean
/-- If `K` is Hermitian and `Cᴴ K x = 0`, then the kinetic energy of `x + C b` is the sum of the
kinetic energies of `x` and `C b`. -/
theorem kineticEnergy_add_core {K : Matrix n n ℂ} (hK : K.IsHermitian) {C : Matrix n m ℂ}
    {x : n → ℂ} (hx : Cᴴ *ᵥ (K *ᵥ x) = 0) (b : m → ℂ) :
    kineticEnergy K (x + C *ᵥ b) = kineticEnergy K x + kineticEnergy K (C *ᵥ b) := by
  -- both cross terms vanish
  have h1 : star (C *ᵥ b) ⬝ᵥ K *ᵥ x = 0 := by
    rw [adjoint_dotProduct, hx, dotProduct_zero]
  have h2 : star x ⬝ᵥ K *ᵥ (C *ᵥ b) = 0 := by
    have e := adjoint_dotProduct K x (C *ᵥ b)
    rw [hK.eq] at e
    rw [← e, Matrix.star_dotProduct, h1, star_zero]
  simp only [kineticEnergy, Matrix.mulVec_add, star_add, add_dotProduct, dotProduct_add,
    h1, h2, add_zero, zero_add, Complex.add_re]
```

Take x = ψ + C a₀ and any b ≠ a₀. Since ψ + C b = x + C (b − a₀), the energy rises by the kinetic energy of C (b − a₀), which is positive: independence gives C (b − a₀) ≠ 0, and K is positive definite.

```lean
/-- Every admixture other than `−(Cᴴ K C)⁻¹ Cᴴ K ψ` gives a strictly larger kinetic energy. -/
theorem smoothCoeff_strict [DecidableEq m] {K : Matrix n n ℂ} (hK : K.PosDef)
    {C : Matrix n m ℂ} (hC : ∀ a, C *ᵥ a = 0 → a = 0) (ψ : n → ℂ) {b : m → ℂ}
    (hb : b ≠ smoothCoeff K C ψ) :
    kineticEnergy K (ψ + C *ᵥ smoothCoeff K C ψ) < kineticEnergy K (ψ + C *ᵥ b) := by
  have hs := (stationary_iff hK hC ψ _).mpr rfl
  have e : ψ + C *ᵥ b
      = (ψ + C *ᵥ smoothCoeff K C ψ) + C *ᵥ (b - smoothCoeff K C ψ) := by
    rw [Matrix.mulVec_sub]
    abel
  have pos := kineticEnergy_pos hK (mt (hC _) (sub_ne_zero.mpr hb))
  rw [e, kineticEnergy_add_core hK.isHermitian hs]
  linarith
```

The main theorem follows. A smoothest a must equal a₀, since otherwise a₀ would have lower energy; conversely, a₀ is at least as good as every b. Combined with the linear system, this makes three statements equivalent: a is smoothest, a = a₀, and Cᴴ K (ψ + C a) = 0.

```lean
/-- For positive definite `K` and independent core orbitals, `ψ + C a` has the least kinetic energy
among all `ψ + C b` exactly when `a = −(Cᴴ K C)⁻¹ Cᴴ K ψ`, and exactly when `Cᴴ K (ψ + C a) = 0`. -/
theorem cohen_heine_smoothness [DecidableEq m] {K : Matrix n n ℂ} (hK : K.PosDef)
    {C : Matrix n m ℂ} (hC : ∀ a, C *ᵥ a = 0 → a = 0) (ψ : n → ℂ) (a : m → ℂ) :
    (IsSmoothest K C ψ a ↔ a = smoothCoeff K C ψ) ∧
      (IsSmoothest K C ψ a ↔ Cᴴ *ᵥ (K *ᵥ (ψ + C *ᵥ a)) = 0) := by
  have key : IsSmoothest K C ψ a ↔ a = smoothCoeff K C ψ := by
    constructor
    · intro h
      by_contra hne
      exact not_lt_of_ge (h _) (smoothCoeff_strict hK hC ψ hne)
    · intro h b
      rw [h]
      by_cases hb : b = smoothCoeff K C ψ
      · rw [hb]
      · exact (smoothCoeff_strict hK hC ψ hb).le
  exact ⟨key, key.trans (stationary_iff hK hC ψ a).symm⟩
```

## The minimal energy and the choice of ψ

Let K again be positive definite and the core orbitals independent. With x = ψ + C a₀, the term ⟨C a₀, K x⟩ vanishes by stationarity, so

⟨x, K x⟩ = ⟨ψ, K x⟩ = ⟨ψ, K ψ⟩ + ⟨g, a₀⟩ = ⟨ψ, K ψ⟩ − ⟨g, S⁻¹ g⟩.

This is a Schur complement. For a single core orbital c, the admixture is −⟨c, K ψ⟩/⟨c, K c⟩ and the energy falls by |⟨c, K ψ⟩|²/⟨c, K c⟩.

```lean
/-- The kinetic energy of the smoothest pseudo-orbital is
`⟨ψ, K ψ⟩ − ⟨g, (Cᴴ K C)⁻¹ g⟩` with `g = Cᴴ K ψ`. -/
theorem minimal_kineticEnergy [DecidableEq m] {K : Matrix n n ℂ} (hK : K.PosDef)
    {C : Matrix n m ℂ} (hC : ∀ a, C *ᵥ a = 0 → a = 0) (ψ : n → ℂ) :
    kineticEnergy K (ψ + C *ᵥ smoothCoeff K C ψ) = kineticEnergy K ψ
      - (star (Cᴴ *ᵥ (K *ᵥ ψ)) ⬝ᵥ (coreKinetic K C)⁻¹ *ᵥ (Cᴴ *ᵥ (K *ᵥ ψ))).re := by
  have h1 : star (C *ᵥ smoothCoeff K C ψ) ⬝ᵥ K *ᵥ (ψ + C *ᵥ smoothCoeff K C ψ) = 0 := by
    rw [adjoint_dotProduct, (stationary_iff hK hC ψ _).mpr rfl, dotProduct_zero]
  have h2 : star ψ ⬝ᵥ K *ᵥ (C *ᵥ smoothCoeff K C ψ)
      = star (Cᴴ *ᵥ (K *ᵥ ψ)) ⬝ᵥ smoothCoeff K C ψ := by
    rw [adjoint_dotProduct, adjoint_dotProduct, Matrix.conjTranspose_conjTranspose,
      hK.isHermitian.eq]
  unfold kineticEnergy
  rw [star_add, add_dotProduct, h1, add_zero, Matrix.mulVec_add, dotProduct_add,
    Complex.add_re, h2, smoothCoeff, dotProduct_neg, Complex.neg_re, sub_eq_add_neg]
```

Starting from ψ + C b instead of ψ changes the best admixture but not the smoothest pseudo-orbital. If a′ is the best admixture for the new start, then

Cᴴ K (ψ + C (b + a′)) = 0,

so b + a′ = a₀ by uniqueness.

```lean
/-- Starting from `ψ + C b` instead of `ψ` leads to the same smoothest pseudo-orbital. -/
theorem smoothest_orbital_invariant [DecidableEq m] {K : Matrix n n ℂ} (hK : K.PosDef)
    {C : Matrix n m ℂ} (hC : ∀ a, C *ᵥ a = 0 → a = 0) (ψ : n → ℂ) (b : m → ℂ) :
    (ψ + C *ᵥ b) + C *ᵥ smoothCoeff K C (ψ + C *ᵥ b) = ψ + C *ᵥ smoothCoeff K C ψ := by
  have hs := (stationary_iff hK hC (ψ + C *ᵥ b) _).mpr rfl
  rw [add_assoc, ← Matrix.mulVec_add] at hs ⊢
  rw [(stationary_iff hK hC ψ _).mp hs]
```

## Independence is necessary for uniqueness

If C d = 0 with d ≠ 0, then a and a + d give the same orbital and the same energy, so a cannot be strictly better than all other admixtures. This argument needs no assumption on K.

```lean
/-- If some admixture has strictly lower kinetic energy than every other one, then the core
orbitals are linearly independent. -/
theorem independent_of_strict_minimiser {K : Matrix n n ℂ} {C : Matrix n m ℂ} {ψ : n → ℂ}
    {a : m → ℂ}
    (h : ∀ b, b ≠ a → kineticEnergy K (ψ + C *ᵥ a) < kineticEnergy K (ψ + C *ᵥ b)) :
    ∀ d, C *ᵥ d = 0 → d = 0 := by
  intro d hd
  by_contra hne
  -- shifting the coefficients by `d` leaves the orbital unchanged
  have hlt := h (a + d) (fun e => hne (add_eq_left.mp e))
  rw [Matrix.mulVec_add, hd, add_zero] at hlt
  exact lt_irrefl _ hlt

end

end CohenHeineSmoothness
```

```lean
#print axioms CohenHeineSmoothness.cohen_heine_smoothness
#print axioms CohenHeineSmoothness.minimal_kineticEnergy
#print axioms CohenHeineSmoothness.smoothest_orbital_invariant
#print axioms CohenHeineSmoothness.independent_of_strict_minimiser
```

```
'CohenHeineSmoothness.cohen_heine_smoothness' depends on axioms: [propext, Classical.choice, Quot.sound]
'CohenHeineSmoothness.minimal_kineticEnergy' depends on axioms: [propext, Classical.choice, Quot.sound]
'CohenHeineSmoothness.smoothest_orbital_invariant' depends on axioms: [propext, Classical.choice, Quot.sound]
'CohenHeineSmoothness.independent_of_strict_minimiser' depends on axioms: [propext, Classical.choice, Quot.sound]
```
